# If all eigenvalues of a Hermitian matrix lie in [0, 1], McWeeny purification keeps them there

When truncation or extrapolation has spoiled the idempotency of a density matrix \(P\), an electronic-structure program can replace \(P\) by

\[
Q = 3P^2 - 2P^3 ,
\]

which takes two matrix products and no diagonalisation. For non-interacting or mean-field electrons at zero temperature, with a sharp separation between occupied and empty orbitals, the exact one-particle density matrix in an orthonormal basis is a Hermitian projector, and its eigenvalues, the occupation numbers, are 0 or 1. A Hermitian \(P\) that is not idempotent has at least one other eigenvalue, and the replacement is safe only if the eigenvalues of \(Q\) lie in the range that the Pauli principle allows, from 0 to 1 per spin orbital. The problems below settle when this is so, and how one step changes the deviation from idempotency.

```lean
import Mathlib

open Matrix

namespace McWeenyPurification
```

The same polynomial acts on matrices and on single occupation numbers. For a real number \(x\), write \(q(x) = 3x^2 - 2x^3\). In Lean both are `mcweeny`, defined for an element of any ring `R`; when `R` is a ring of matrices, the numerals 3 and 2 stand for multiples of the identity matrix.

```lean
/-- One McWeeny purification step, `3P² - 2P³`, for a matrix or for a single number. -/
def mcweeny {R : Type*} [Ring R] (P : R) : R := 3 * P ^ 2 - 2 * P ^ 3
```

A real number \(\mu\) is an eigenvalue of a complex matrix \(A\) if \(Av = \mu v\) for some column vector \(v \neq 0\). Write \(\sigma(A)\) for the set of these numbers. For a Hermitian matrix, the real eigenvalues are all the eigenvalues. The definition does not record multiplicities, and `A *ᵥ v` is the matrix acting on the vector.

```lean
/-- The real number `μ` is an eigenvalue of the complex matrix `A`. -/
def IsEigenvalue {n : Type*} [Fintype n] (A : Matrix n n ℂ) (μ : ℝ) : Prop :=
  ∃ v : n → ℂ, v ≠ 0 ∧ A *ᵥ v = (μ : ℂ) • v
```

## (a) The idempotency error after one step

The matrix \(P - P^2\) vanishes exactly when \(P\) is idempotent. Express the same quantity for \(Q\) through the old one:

\[
Q - Q^2 = (P - P^2)^2\,\bigl(3 + 4(P - P^2)\bigr).
\]

**Solution.** Only powers of \(P\) occur, and they commute. Factor \(Q\) and \(1 - Q\):

\[
Q = P^2(3 - 2P), \qquad 1 - Q = 1 - 3P^2 + 2P^3 = (1 - P)^2(1 + 2P).
\]

Their product is

\[
Q(1 - Q) = \bigl(P(1 - P)\bigr)^2 (3 - 2P)(1 + 2P) = (P - P^2)^2\,(3 + 4P - 4P^2),
\]

which is the claim. Hermiticity plays no part, and the Lean statement holds in any ring. Its proof expands instead of factoring: `noncomm_ring` brings both sides to \(3P^2 - 2P^3 - 9P^4 + 12P^5 - 4P^6\).

```lean
/-- The idempotency error after one step is the square of the old error `P - P²`,
times `3 + 4(P - P²)`. -/
theorem idempotency_error {R : Type*} [Ring R] (P : R) :
    mcweeny P - mcweeny P ^ 2 = (P - P ^ 2) ^ 2 * (3 + 4 * (P - P ^ 2)) := by
  unfold mcweeny
  noncomm_ring
```

## (b) Which occupation numbers are mapped into the allowed range

Find all real \(x\) for which \(q(x)\) is an admissible occupation number, by showing that

\[
0 \le q(x) \le 1 \iff -\tfrac12 \le x \le \tfrac32 .
\]

**Solution.** For numbers, the factorisations of part (a) read

\[
q(x) = x^2(3 - 2x), \qquad 1 - q(x) = (1 - x)^2(1 + 2x).
\]

If \(-\tfrac12 \le x \le \tfrac32\), every factor is nonnegative, so \(q(x) \ge 0\) and \(1 - q(x) \ge 0\). If \(x < -\tfrac12\), then \((1 - x)^2 > 0\) and \(1 + 2x < 0\), so \(q(x) > 1\). If \(x > \tfrac32\), then \(x^2 > 0\) and \(3 - 2x < 0\), so \(q(x) < 0\).

In Lean, `Set.Icc` is the closed interval, and `h0` and `h1` are the two factorisations. The two uses of `by_contra` treat the cases below and above the interval.

```lean
/-- A purified occupation number lies in `[0, 1]` exactly when the original one lies in
`[-1/2, 3/2]`. -/
theorem occupation_mem_iff (x : ℝ) :
    mcweeny x ∈ Set.Icc (0 : ℝ) 1 ↔ x ∈ Set.Icc (-1 / 2 : ℝ) (3 / 2) := by
  -- the two factorisations that control the lower and the upper bound
  have h0 : mcweeny x = x ^ 2 * (3 - 2 * x) := by unfold mcweeny; ring
  have h1 : 1 - mcweeny x = (1 - x) ^ 2 * (1 + 2 * x) := by unfold mcweeny; ring
  constructor
  · rintro ⟨ha, hb⟩
    constructor
    · by_contra hx
      have hx' : x < -1 / 2 := lt_of_not_ge hx
      have hp : 0 < (1 - x) ^ 2 := pow_pos (by linarith) 2
      have hm := mul_neg_of_pos_of_neg hp (show 1 + 2 * x < 0 by linarith)
      linarith
    · by_contra hx
      have hx' : 3 / 2 < x := lt_of_not_ge hx
      have hp : 0 < x ^ 2 := pow_pos (by linarith) 2
      have hm := mul_neg_of_pos_of_neg hp (show 3 - 2 * x < 0 by linarith)
      linarith
  · rintro ⟨ha, hb⟩
    have hl := mul_nonneg (sq_nonneg x) (show 0 ≤ 3 - 2 * x by linarith)
    have hr := mul_nonneg (sq_nonneg (1 - x)) (show 0 ≤ 1 + 2 * x by linarith)
    constructor <;> linarith
```

## (c) Hermiticity

Show that for \(P^\dagger = P\) the purified matrix satisfies

\[
Q^\dagger = Q .
\]

**Solution.** Since \((P^m)^\dagger = (P^\dagger)^m = P^m\) for every power \(m\), and the coefficients are real, \(Q^\dagger = 3P^2 - 2P^3 = Q\).

From here on, `P` is a complex square matrix whose rows and columns are labelled by a finite set `n`, the basis orbitals. The Lean proof writes \(Q\) as a sum and difference of bare powers of \(P\), and then uses that powers, sums and differences of Hermitian matrices are Hermitian.

```lean
variable {n : Type*} [Fintype n] [DecidableEq n] {P : Matrix n n ℂ}

/-- Purification keeps a Hermitian matrix Hermitian. -/
theorem mcweeny_isHermitian (hP : P.IsHermitian) : (mcweeny P).IsHermitian := by
  have h : mcweeny P = P ^ 2 + P ^ 2 + P ^ 2 - (P ^ 3 + P ^ 3) := by
    unfold mcweeny
    noncomm_ring
  rw [h]
  exact (((hP.pow 2).add (hP.pow 2)).add (hP.pow 2)).sub ((hP.pow 3).add (hP.pow 3))
```

## (d) Eigenvectors are kept

Let \(Pv = xv\) with \(x\) real. Show that \(v\) satisfies the eigenvalue equation of \(Q\) as well:

\[
Qv = q(x)\,v .
\]

**Solution.** Applying \(P\) repeatedly gives \(P^2 v = x\,Pv = x^2 v\) and \(P^3 v = x^2\,Pv = x^3 v\). Therefore \(Qv = (3x^2 - 2x^3)v\).

The Lean steps `h2` and `h3` are these two equations. The vector need not be nonzero here, and \(P\) need not be Hermitian. The arrow in `((mcweeny x : ℝ) : ℂ)` means that \(q(x)\) is computed as a real number and then read as a complex one.

```lean
/-- An eigenvector of `P` with eigenvalue `x` is an eigenvector of the purified matrix with
eigenvalue `3x² - 2x³`. -/
theorem mcweeny_mulVec {v : n → ℂ} {x : ℝ} (h : P *ᵥ v = (x : ℂ) • v) :
    mcweeny P *ᵥ v = ((mcweeny x : ℝ) : ℂ) • v := by
  have hs : mcweeny P = P ^ 2 + P ^ 2 + P ^ 2 - (P ^ 3 + P ^ 3) := by
    unfold mcweeny
    noncomm_ring
  have h2 : P ^ 2 *ᵥ v = ((x : ℂ) * x) • v := by
    rw [pow_two, ← Matrix.mulVec_mulVec, h, Matrix.mulVec_smul, h, smul_smul]
  have h3 : P ^ 3 *ᵥ v = ((x : ℂ) * x * x) • v := by
    have hc : P ^ 3 = P * P ^ 2 := pow_succ' P 2
    rw [hc, ← Matrix.mulVec_mulVec, h2, Matrix.mulVec_smul, h, smul_smul]
  rw [hs]
  simp only [Matrix.sub_mulVec, Matrix.add_mulVec, h2, h3, mcweeny]
  push_cast
  module
```

## (e) Orthogonality for different eigenvalues

Let \(A\) be Hermitian, with \(Au = au\) and \(Av = bv\) for real \(a \neq b\). Show that

\[
u^\dagger v = 0 .
\]

**Solution.** Let \(A\) act to the right and then to the left:

\[
b\,u^\dagger v = u^\dagger (Av) = (Au)^\dagger v = a\,u^\dagger v .
\]

Hence \((a - b)\,u^\dagger v = 0\), and \(a - b \neq 0\).

The inner product \(u^\dagger v\) is `star u ⬝ᵥ v` in Lean, with the complex conjugate on the first vector, as in a bracket \(\langle u | v\rangle\). The step `h` moves \(A\) across, `hz` is the equation with the factor \(a - b\), and the last line divides that factor out.

```lean
omit [DecidableEq n] in
/-- Eigenvectors of a Hermitian matrix with different eigenvalues are orthogonal. -/
theorem eigenvectors_orthogonal {A : Matrix n n ℂ} (hA : A.IsHermitian) {u v : n → ℂ}
    {a b : ℝ} (hu : A *ᵥ u = (a : ℂ) • u) (hv : A *ᵥ v = (b : ℂ) • v) (hab : a ≠ b) :
    star u ⬝ᵥ v = 0 := by
  -- move `A` from one side of the inner product to the other
  have h : star u ⬝ᵥ (A *ᵥ v) = star (A *ᵥ u) ⬝ᵥ v := by
    rw [Matrix.star_mulVec, hA.eq, Matrix.dotProduct_mulVec]
  rw [hu, hv, star_smul, dotProduct_smul, smul_dotProduct, smul_eq_mul, smul_eq_mul,
    Complex.star_def, Complex.conj_ofReal] at h
  have hz : ((a : ℂ) - b) * (star u ⬝ᵥ v) = 0 := by linear_combination -h
  have hne : (a : ℂ) - b ≠ 0 := sub_ne_zero.mpr (fun e => hab (Complex.ofReal_injective e))
  exact (mul_eq_zero.mp hz).resolve_left hne
```

## (f) The complete list of purified eigenvalues

Part (d) supplies eigenvalues of \(Q\). Show that for Hermitian \(P\) there are no others:

\[
\sigma(Q) = \{\, q(x) : x \in \sigma(P) \,\}.
\]

**Solution.** If \(x \in \sigma(P)\), part (d) gives \(q(x) \in \sigma(Q)\).

For the converse, let \(Qv = \mu v\) with \(v \neq 0\), and suppose that \(\mu\) differs from \(q(x)\) for every \(x \in \sigma(P)\). Take an orthonormal basis of eigenvectors \(u_i\) of \(P\), with eigenvalues \(x_i\). By (d), \(Qu_i = q(x_i)u_i\). By (c), \(Q\) is Hermitian, so (e) applies to \(u_i\) and \(v\) and gives \(u_i^\dagger v = 0\) for every \(i\). Then

\[
v = \sum_i (u_i^\dagger v)\,u_i = 0 ,
\]

a contradiction.

The eigenbasis is Mathlib's `hP.eigenvectorBasis`, which comes from the spectral theorem. In the Lean proof `hu` is the eigenvalue equation for \(u_i\), `horth` the orthogonality and `hzero` the vanishing expansion. The functions `ofLp` and `toLp` pass between plain columns of numbers and vectors of the Hilbert space.

```lean
/-- The eigenvalues of the purified matrix are exactly the purified eigenvalues of `P`. -/
theorem eigenvalue_mcweeny_iff (hP : P.IsHermitian) (μ : ℝ) :
    IsEigenvalue (mcweeny P) μ ↔ ∃ x : ℝ, IsEigenvalue P x ∧ mcweeny x = μ := by
  constructor
  · rintro ⟨v, hv, hQ⟩
    by_contra hno
    have hu : ∀ i, P *ᵥ (hP.eigenvectorBasis i).ofLp
        = ((hP.eigenvalues i : ℝ) : ℂ) • (hP.eigenvectorBasis i).ofLp := fun i =>
      (hP.mulVec_eigenvectorBasis i).trans (by ext k; simp)
    have hne : ∀ i, (hP.eigenvectorBasis i).ofLp ≠ 0 := by
      intro i h0
      apply hP.eigenvectorBasis.orthonormal.ne_zero i
      ext k
      exact congrFun h0 k
    -- `v` would be orthogonal to every vector of the eigenbasis of `P`
    have horth : ∀ i, star (hP.eigenvectorBasis i).ofLp ⬝ᵥ v = 0 := fun i =>
      eigenvectors_orthogonal (mcweeny_isHermitian hP) (mcweeny_mulVec (hu i)) hQ
        (fun h => hno ⟨_, ⟨_, hne i, hu i⟩, h⟩)
    have hin : ∀ i, inner ℂ (hP.eigenvectorBasis i) (WithLp.toLp 2 v) = 0 := by
      intro i
      rw [EuclideanSpace.inner_eq_star_dotProduct, dotProduct_comm]
      exact horth i
    have hzero : WithLp.toLp 2 v = 0 := by
      rw [← hP.eigenvectorBasis.sum_repr' (WithLp.toLp 2 v)]
      exact Finset.sum_eq_zero (fun i _ => by rw [hin i, zero_smul])
    exact hv (congrArg WithLp.ofLp hzero)
  · rintro ⟨x, ⟨v, hv, h⟩, rfl⟩
    exact ⟨v, hv, mcweeny_mulVec h⟩
```

## (g) The exact condition on the matrix

Determine which Hermitian matrices \(P\) have a purified matrix with admissible occupation numbers only, by showing that

\[
\sigma(Q) \subseteq [0, 1] \iff \sigma(P) \subseteq \left[-\tfrac12, \tfrac32\right].
\]

**Solution.** By (f), the left side says that \(q(x) \in [0,1]\) for every \(x \in \sigma(P)\). By (b), this holds exactly when every such \(x\) lies in \([-\tfrac12, \tfrac32]\).

A single step therefore also brings occupation numbers that are moderately out of range back into \([0, 1]\): \(-0.1\) becomes \(0.032\), and \(1.1\) becomes \(0.968\). The new value need not be close to the old one: \(-0.4\) becomes \(0.608\), which is nearer to 1 than to 0. The Lean proof has one bullet for each direction, and both combine (f) with (b).

```lean
/-- For Hermitian `P`, all eigenvalues of `3P² - 2P³` lie in `[0, 1]` if and only if all
eigenvalues of `P` lie in `[-1/2, 3/2]`. -/
theorem eigenvalues_mem_iff (hP : P.IsHermitian) :
    (∀ μ, IsEigenvalue (mcweeny P) μ → μ ∈ Set.Icc (0 : ℝ) 1) ↔
      ∀ x, IsEigenvalue P x → x ∈ Set.Icc (-1 / 2 : ℝ) (3 / 2) := by
  constructor
  · intro h x hx
    exact (occupation_mem_iff x).mp (h _ ((eigenvalue_mcweeny_iff hP _).mpr ⟨x, hx, rfl⟩))
  · intro h μ hμ
    obtain ⟨x, hx, rfl⟩ := (eigenvalue_mcweeny_iff hP μ).mp hμ
    exact (occupation_mem_iff x).mpr (h x hx)
```

## (h) Any number of steps

Set \(P_0 = P\) and \(P_{k+1} = 3P_k^2 - 2P_k^3\). Let \(P\) be Hermitian with all eigenvalues in \([0, 1]\). Show that for every \(k \ge 0\)

\[
P_k^\dagger = P_k, \qquad \sigma(P_k) \subseteq [0, 1].
\]

**Solution.** For \(k = 0\) this is the assumption. If it holds for \(k\), then \(P_{k+1}\) is Hermitian by (c). Moreover \(\sigma(P_k) \subseteq [0, 1] \subseteq [-\tfrac12, \tfrac32]\), so \(\sigma(P_{k+1}) \subseteq [0, 1]\) by (g).

The case \(k = 1\) is the statement for one purification step. Lean writes \(P_k\) as `mcweeny^[k] P`, and its proof is the same induction, with Hermiticity carried along because (g) needs it at each step.

```lean
/-- If all eigenvalues of a Hermitian `P` lie in `[0, 1]`, then after any number of McWeeny
steps the matrix is Hermitian with all eigenvalues in `[0, 1]`. -/
theorem iterate_eigenvalues_mem (hP : P.IsHermitian)
    (h : ∀ x, IsEigenvalue P x → x ∈ Set.Icc (0 : ℝ) 1) (k : ℕ) :
    (mcweeny^[k] P).IsHermitian ∧
      ∀ μ, IsEigenvalue (mcweeny^[k] P) μ → μ ∈ Set.Icc (0 : ℝ) 1 := by
  induction k with
  | zero => exact ⟨hP, h⟩
  | succ k ih =>
    rw [Function.iterate_succ_apply']
    refine ⟨mcweeny_isHermitian ih.1, (eigenvalues_mem_iff ih.1).mpr ?_⟩
    intro x hx
    obtain ⟨ha, hb⟩ := ih.2 x hx
    constructor <;> linarith
```

## (i) The error of each occupation number

Let \(P\) be Hermitian, and let \(\varepsilon\) be a real number with \(|x - x^2| \le \varepsilon\) for all \(x \in \sigma(P)\). Show that every \(\mu \in \sigma(Q)\) satisfies

\[
|\mu - \mu^2| \le \varepsilon^2(3 + 4\varepsilon).
\]

**Solution.** By (f), \(\mu = q(x)\) for some \(x \in \sigma(P)\). Put \(e = x - x^2\), so that \(|e| \le \varepsilon\), and in particular \(\varepsilon \ge 0\). The identity of part (a), applied to the number \(x\), gives

\[
|\mu - \mu^2| = |e|^2\,|3 + 4e| \le \varepsilon^2(3 + 4\varepsilon).
\]

The Lean proof reuses `idempotency_error` for real numbers, which is possible because (a) was stated for any ring. The step `hf` bounds the second factor, and `mul_le_mul` multiplies the two bounds.

With \(\varepsilon = 0.01\) the new bound is about \(0.0003\). For \(0 < \varepsilon < \tfrac14\) it is smaller than \(\varepsilon\). At \(\varepsilon = \tfrac14\) the two are equal, and the occupation number \(\tfrac12\), which has this error, is indeed left unchanged by \(q\).

All of this concerns finite matrices in exact arithmetic. It leaves open whether the iteration reaches the projector wanted in a given calculation. The electron number \(\operatorname{tr} P\) is in general changed by a step, and nothing shown here guarantees that it ends at the intended value.

```lean
/-- If every eigenvalue `x` of a Hermitian `P` has `|x - x²| ≤ ε`, then every eigenvalue `μ` of
the purified matrix has `|μ - μ²| ≤ ε²(3 + 4ε)`. -/
theorem eigenvalue_error_le (hP : P.IsHermitian) {ε : ℝ}
    (h : ∀ x, IsEigenvalue P x → |x - x ^ 2| ≤ ε) {μ : ℝ}
    (hμ : IsEigenvalue (mcweeny P) μ) : |μ - μ ^ 2| ≤ ε ^ 2 * (3 + 4 * ε) := by
  obtain ⟨x, hx, rfl⟩ := (eigenvalue_mcweeny_iff hP μ).mp hμ
  have he := h x hx
  have hf : |3 + 4 * (x - x ^ 2)| ≤ 3 + 4 * ε := by
    obtain ⟨ha, hb⟩ := abs_le.mp he
    exact abs_le.mpr ⟨by linarith, by linarith⟩
  rw [idempotency_error, abs_mul, abs_pow]
  exact mul_le_mul (pow_le_pow_left₀ (abs_nonneg _) he 2) hf (abs_nonneg _) (sq_nonneg _)

end McWeenyPurification
```

```lean
#print axioms McWeenyPurification.iterate_eigenvalues_mem
#print axioms McWeenyPurification.eigenvalue_error_le
```

```
'McWeenyPurification.iterate_eigenvalues_mem' depends on axioms: [propext, Classical.choice, Quot.sound]
'McWeenyPurification.eigenvalue_error_le' depends on axioms: [propext, Classical.choice, Quot.sound]
```
